# The function $A(b)=(b\sqrt{1+b^2}-\operatorname{arsinh}b)/b^2$ of the relativistic electron gas: a two-term series with absolute truncation error below $2^{-53}$ for $0<b\le 1/1000$

The function $A$ is defined here by its closed form, and its integral representation is proved. The real variable $b=\hbar k_F/(mc)$ is the Fermi momentum of the homogeneous gas in units of $mc$. The integrand $2t^2/\sqrt{1+t^2}$ is `gasKernel`, with $t$ a momentum in the same units.

```lean
import Mathlib

open intervalIntegral

namespace RelativisticGasExchange

noncomputable section

/-- The function `A(b)` of the relativistic electron gas, in closed form;
`b` is the Fermi momentum in units of `m c`. -/
def exchangeA (b : ℝ) : ℝ := (b * √(1 + b ^ 2) - Real.arsinh b) / b ^ 2

/-- The integrand `2 t² / √(1 + t²)` over momenta `t` in units of `m c`. -/
def gasKernel (t : ℝ) : ℝ := 2 * t ^ 2 / √(1 + t ^ 2)
```

The factor $\Phi=1-\tfrac32A^2$ is also a definition. For the unpolarised gas at zero temperature it multiplies the non-relativistic exchange energy when the Coulomb and the transverse (magnetic and retarded) interactions are both included; with the Coulomb interaction alone the factor is different. The derivation is not given here.

```lean
/-- The relativistic factor `Φ = 1 - (3/2) A²` multiplying the non-relativistic
exchange energy of the gas. -/
def exchangeFactor (b : ℝ) : ℝ := 1 - 3 / 2 * exchangeA b ^ 2
```

## Non-negative squared momentum: $x\ge 0$

In `inv_sqrt_bounds`, $x$ stands for $t^2$, and $1/\sqrt{1+x}$ is the inverse Lorentz factor. Put $s=\sqrt{1+x}$, so that $x=s^2-1$. Then $1-1/s=(s-1)/s$ and

$$\frac1s-\Big(1-\frac x2\Big)=\frac{(s-1)^2(s+2)}{2s},$$

$$1-\frac x2+\frac{3x^2}8-\frac1s=\frac{(s-1)^3(3s^2+9s+8)}{8s},$$

$$\frac1s-\Big(1-\frac x2+\frac{3x^2}8-\frac{5x^3}{16}\Big)=\frac{(s-1)^4(5s^3+20s^2+29s+16)}{16s}.$$

The hypothesis gives $s\ge1$, so every right-hand side is non-negative. For $-1<x<0$ the odd powers of $s-1$ change sign and both upper bounds fail. In the proof, `r2`, `r3` and `r4` are the three numerators, and `nlinarith` matches them to the inequalities after multiplication by $s$.

```lean
/-- The inverse Lorentz factor `1/√(1+x)`, with `x` the squared momentum, is at most its Taylor
polynomials of degrees 0 and 2 and at least those of degrees 1 and 3, for every `x ≥ 0`. -/
theorem inv_sqrt_bounds {x : ℝ} (hx : 0 ≤ x) :
    1 / √(1 + x) ≤ 1 ∧ 1 - x / 2 ≤ 1 / √(1 + x) ∧
    1 / √(1 + x) ≤ 1 - x / 2 + 3 * x ^ 2 / 8 ∧
    1 - x / 2 + 3 * x ^ 2 / 8 - 5 * x ^ 3 / 16 ≤ 1 / √(1 + x) := by
  have h1 : 1 ≤ √(1 + x) := (Real.le_sqrt' one_pos).2 (by linarith)
  have h2 : √(1 + x) ^ 2 = 1 + x := Real.sq_sqrt (by linarith)
  generalize √(1 + x) = s at h1 h2 ⊢
  have hs : 0 < s := by linarith
  have hxs : x = s ^ 2 - 1 := by linarith
  rw [hxs]
  -- each remainder factors through a power of `s - 1`
  have r2 : 0 ≤ (s - 1) ^ 2 * (s + 2) := by positivity
  have r3 : 0 ≤ (s - 1) ^ 3 * (3 * s ^ 2 + 9 * s + 8) :=
    mul_nonneg (pow_nonneg (sub_nonneg.2 h1) 3) (by positivity)
  have r4 : 0 ≤ (s - 1) ^ 4 * (5 * s ^ 3 + 20 * s ^ 2 + 29 * s + 16) :=
    mul_nonneg (pow_nonneg (sub_nonneg.2 h1) 4) (by positivity)
  refine ⟨?_, ?_, ?_, ?_⟩
  · rw [div_le_iff₀ hs]; linarith
  · rw [le_div_iff₀ hs]; nlinarith [r2]
  · rw [div_le_iff₀ hs]; nlinarith [r3]
  · rw [le_div_iff₀ hs]; nlinarith [r4]
```

## The integral form, for every real $b$

The integration needs no condition on $b$. The polynomial bounds are integrated term by term:

```lean
/-- The integral from `0` to `b` of an even polynomial in the momentum. -/
theorem integral_poly (a c d b : ℝ) :
    ∫ t in (0 : ℝ)..b, (2 * t ^ 2 - a * t ^ 4 + c * t ^ 6 - d * t ^ 8) =
      2 / 3 * b ^ 3 - a / 5 * b ^ 5 + c / 7 * b ^ 7 - d / 9 * b ^ 9 := by
  have h : ∀ t : ℝ, HasDerivAt
      (fun t : ℝ => 2 / 3 * t ^ 3 - a / 5 * t ^ 5 + c / 7 * t ^ 7 - d / 9 * t ^ 9)
      (2 * t ^ 2 - a * t ^ 4 + c * t ^ 6 - d * t ^ 8) t := by
    intro t
    have e3 : HasDerivAt (fun t : ℝ => t ^ 3) (3 * t ^ 2) t := by
      simpa using hasDerivAt_pow 3 t
    have e5 : HasDerivAt (fun t : ℝ => t ^ 5) (5 * t ^ 4) t := by
      simpa using hasDerivAt_pow 5 t
    have e7 : HasDerivAt (fun t : ℝ => t ^ 7) (7 * t ^ 6) t := by
      simpa using hasDerivAt_pow 7 t
    have e9 : HasDerivAt (fun t : ℝ => t ^ 9) (9 * t ^ 8) t := by
      simpa using hasDerivAt_pow 9 t
    refine ((((e3.const_mul (2 / 3)).fun_sub (e5.const_mul (a / 5))).fun_add
      (e7.const_mul (c / 7))).fun_sub (e9.const_mul (d / 9))).congr_deriv ?_
    ring
  rw [integral_eq_sub_of_hasDerivAt (fun t _ => h t)
    (Continuous.intervalIntegrable (by fun_prop) 0 b)]
  ring
```

For the kernel itself,

$$\frac{d}{dt}\big(t\sqrt{1+t^2}-\operatorname{arsinh}t\big)=\sqrt{1+t^2}+\frac{t^2-1}{\sqrt{1+t^2}}=\frac{2t^2}{\sqrt{1+t^2}}.$$

The bracket vanishes at $t=0$, so the fundamental theorem of calculus gives $\int_0^b 2t^2/\sqrt{1+t^2}\,dt=b\sqrt{1+b^2}-\operatorname{arsinh}b$. In Lean, `h4` is the derivative from the product rule, and continuity of the kernel supplies integrability.

```lean
/-- The integrand is continuous in the momentum. -/
theorem continuous_gasKernel : Continuous gasKernel := by
  unfold gasKernel
  exact Continuous.div (by fun_prop) (by fun_prop)
    (fun t => (Real.sqrt_pos.2 (by positivity)).ne')

/-- The closed form `b √(1+b²) - arsinh b` is the integral of `2t²/√(1+t²)` from `0` to `b`. -/
theorem integral_gasKernel (b : ℝ) :
    ∫ t in (0 : ℝ)..b, gasKernel t = b * √(1 + b ^ 2) - Real.arsinh b := by
  have h : ∀ t : ℝ, HasDerivAt (fun u : ℝ => u * √(1 + u ^ 2) - Real.arsinh u)
      (gasKernel t) t := by
    intro t
    have hne : 1 + t ^ 2 ≠ 0 := by positivity
    have h1 : HasDerivAt (fun u : ℝ => 1 + u ^ 2) (2 * t) t := by
      simpa using (hasDerivAt_pow 2 t).const_add 1
    have h3 : HasDerivAt (fun u : ℝ => √(1 + u ^ 2)) (2 * t / (2 * √(1 + t ^ 2))) t :=
      h1.sqrt hne
    have h4 : HasDerivAt (fun u : ℝ => u * √(1 + u ^ 2) - Real.arsinh u)
        (1 * √(1 + t ^ 2) + t * (2 * t / (2 * √(1 + t ^ 2))) - (√(1 + t ^ 2))⁻¹) t :=
      ((hasDerivAt_id' t).fun_mul h3).fun_sub (Real.hasDerivAt_arsinh t)
    refine h4.congr_deriv ?_
    unfold gasKernel
    have hs : 0 < √(1 + t ^ 2) := Real.sqrt_pos.2 (by positivity)
    have h2 : √(1 + t ^ 2) ^ 2 = 1 + t ^ 2 := Real.sq_sqrt (by positivity)
    generalize √(1 + t ^ 2) = s at hs h2 ⊢
    field_simp
    linarith
  rw [integral_eq_sub_of_hasDerivAt (fun t _ => h t)
    (continuous_gasKernel.intervalIntegrable 0 b)]
  simp
```

## A gas with electrons in it: $b>0$

Physically, $b>0$ says that the density is not zero. Multiplying the bounds at $x=t^2$ by $2t^2$ gives

$$2t^2-t^4\le\frac{2t^2}{\sqrt{1+t^2}}\le 2t^2-t^4+\tfrac34t^6,$$

and the next lower bound subtracts a further $\tfrac58t^8$ from the right-hand polynomial. Integrating from $0$ to $b$ preserves the order because $b\ge0$, and dividing by $b^2>0$ gives

$$\frac{2b}3-\frac{b^3}5\le A(b)\le\frac{2b}3-\frac{b^3}5+\frac{3b^5}{28},$$

with the sharper lower bound $A(b)\ge\frac{2b}3-\frac{b^3}5+\frac{3b^5}{28}-\frac{5b^7}{72}$. The cruder estimates $0\le 2t^2/\sqrt{1+t^2}\le2t^2$ give $0\le A(b)\le 2b/3$.

The proof uses the hypothesis in the same two ways: `hb.le` in `integral_mono_on` and `integral_nonneg`, and `hb2` when $b^2$ is cancelled. Since $A$ is odd, the bounds on the series error reverse for $b<0$.

```lean
/-- Bounds on `A(b)` for `b > 0`: it is non-negative, at most `2b/3`, and enclosed by its Taylor
polynomials of degrees 3 and 7 (from below) and 5 (from above). -/
theorem exchangeA_bounds {b : ℝ} (hb : 0 < b) :
    0 ≤ exchangeA b ∧ exchangeA b ≤ 2 * b / 3 ∧
    2 * b / 3 - b ^ 3 / 5 ≤ exchangeA b ∧
    exchangeA b ≤ 2 * b / 3 - b ^ 3 / 5 + 3 * b ^ 5 / 28 ∧
    2 * b / 3 - b ^ 3 / 5 + 3 * b ^ 5 / 28 - 5 * b ^ 7 / 72 ≤ exchangeA b := by
  have hb2 : 0 < b ^ 2 := by positivity
  have hA : exchangeA b * b ^ 2 = ∫ t in (0 : ℝ)..b, gasKernel t := by
    rw [integral_gasKernel]
    exact div_mul_cancel₀ _ hb2.ne'
  have hk := continuous_gasKernel.intervalIntegrable (μ := MeasureTheory.volume) 0 b
  have hp : ∀ a c d : ℝ, IntervalIntegrable
      (fun t : ℝ => 2 * t ^ 2 - a * t ^ 4 + c * t ^ 6 - d * t ^ 8)
      MeasureTheory.volume 0 b :=
    fun a c d => Continuous.intervalIntegrable (by fun_prop) 0 b
  -- pointwise bounds on the integrand pass to the integral
  have up : ∀ a c d : ℝ,
      (∀ t, gasKernel t ≤ 2 * t ^ 2 - a * t ^ 4 + c * t ^ 6 - d * t ^ 8) →
      exchangeA b * b ^ 2 ≤ 2 / 3 * b ^ 3 - a / 5 * b ^ 5 + c / 7 * b ^ 7 - d / 9 * b ^ 9 := by
    intro a c d h
    rw [hA, ← integral_poly a c d b]
    exact integral_mono_on hb.le hk (hp a c d) (fun t _ => h t)
  have lo : ∀ a c d : ℝ,
      (∀ t, 2 * t ^ 2 - a * t ^ 4 + c * t ^ 6 - d * t ^ 8 ≤ gasKernel t) →
      2 / 3 * b ^ 3 - a / 5 * b ^ 5 + c / 7 * b ^ 7 - d / 9 * b ^ 9 ≤ exchangeA b * b ^ 2 := by
    intro a c d h
    rw [hA, ← integral_poly a c d b]
    exact integral_mono_on hb.le (hp a c d) hk (fun t _ => h t)
  have hker : ∀ t, gasKernel t = 2 * t ^ 2 * (1 / √(1 + t ^ 2)) := by
    intro t; unfold gasKernel; ring
  have w : ∀ t : ℝ, 0 ≤ 2 * t ^ 2 := fun t => by positivity
  have u1 := up 0 0 0 (fun t => by
    rw [hker]
    linarith [mul_le_mul_of_nonneg_left (inv_sqrt_bounds (sq_nonneg t)).1 (w t)])
  have l1 := lo 1 0 0 (fun t => by
    rw [hker]
    linarith [mul_le_mul_of_nonneg_left (inv_sqrt_bounds (sq_nonneg t)).2.1 (w t)])
  have u2 := up 1 (3 / 4) 0 (fun t => by
    rw [hker]
    linarith [mul_le_mul_of_nonneg_left (inv_sqrt_bounds (sq_nonneg t)).2.2.1 (w t)])
  have l2 := lo 1 (3 / 4) (5 / 8) (fun t => by
    rw [hker]
    linarith [mul_le_mul_of_nonneg_left (inv_sqrt_bounds (sq_nonneg t)).2.2.2 (w t)])
  have l0 : 0 ≤ exchangeA b * b ^ 2 := by
    rw [hA]
    exact integral_nonneg hb.le (fun t _ => by unfold gasKernel; positivity)
  refine ⟨?_, ?_, ?_, ?_, ?_⟩ <;> refine le_of_mul_le_mul_right ?_ hb2 <;> linarith
```

The main theorem joins the integral form to the two-term bounds.

```lean
/-- For `b > 0`, `A(b)` equals `b⁻² ∫₀ᵇ 2t²/√(1+t²) dt`, and it exceeds the two-term series
`2b/3 - b³/5` by at least `0` and at most `3b⁵/28`. -/
theorem exchangeA_series {b : ℝ} (hb : 0 < b) :
    exchangeA b = (b ^ 2)⁻¹ * ∫ t in (0 : ℝ)..b, 2 * t ^ 2 / √(1 + t ^ 2) ∧
    0 ≤ exchangeA b - (2 * b / 3 - b ^ 3 / 5) ∧
    exchangeA b - (2 * b / 3 - b ^ 3 / 5) ≤ 3 * b ^ 5 / 28 := by
  obtain ⟨-, -, h1, h2, -⟩ := exchangeA_bounds hb
  refine ⟨?_, by linarith, by linarith⟩
  have h := integral_gasKernel b
  unfold gasKernel at h
  rw [h, exchangeA, div_eq_inv_mul]
```

## A weakly relativistic gas: $b\le 1/1000$

This hypothesis limits the Fermi momentum to a thousandth of $mc$. There the closed form subtracts two nearly equal numbers, both close to $b$, whereas the terms of $2b/3-b^3/5$ differ greatly in size. The number $2^{-53}$ is the unit roundoff of double-precision arithmetic. By hand, $b^5\le10^{-15}$ gives an error of at most $3\cdot10^{-15}/28<2^{-53}$; in Lean, `h5` and `hn` are these two steps.

```lean
/-- For `0 < b ≤ 1/1000` the two-term series has absolute truncation error below `2⁻⁵³`. -/
theorem series_error_lt {b : ℝ} (hb : 0 < b) (hb' : b ≤ 1 / 1000) :
    |exchangeA b - (2 * b / 3 - b ^ 3 / 5)| < 1 / 2 ^ 53 := by
  obtain ⟨-, h0, h1⟩ := exchangeA_series hb
  rw [abs_of_nonneg h0]
  have h5 : b ^ 5 ≤ (1 / 1000) ^ 5 := pow_le_pow_left₀ hb.le hb' 5
  have hn : 3 * (1 / 1000 : ℝ) ^ 5 / 28 < 1 / 2 ^ 53 := by norm_num
  linarith
```

The threshold is nearly the best possible: at $b=1/990$ the sharper lower bound already puts the error above $2^{-53}$.

```lean
/-- At `b = 1/990` the truncation error of the two-term series exceeds `2⁻⁵³`. -/
theorem series_error_gt :
    1 / 2 ^ 53 < exchangeA (1 / 990) - (2 * (1 / 990) / 3 - (1 / 990) ^ 3 / 5) := by
  obtain ⟨-, -, -, -, h⟩ := exchangeA_bounds (b := 1 / 990) (by norm_num)
  have hn : (1 : ℝ) / 2 ^ 53 < 3 * (1 / 990) ^ 5 / 28 - 5 * (1 / 990) ^ 7 / 72 := by norm_num
  linarith
```

For a code that evaluates relativistic local-density exchange and switches to the series at $b\le1/1000$, this bounds the truncation error that the switch makes in $A$; rounding, in the series or in the closed form, is not modelled. The error is absolute: since $A(b)\approx2b/3$, the relative error at $b=1/1000$ is about $1.6\cdot10^{-13}$, more than a thousand times the unit roundoff. The resulting error in $\Phi$ is about $3A$ times the error in $A$, near $2\cdot10^{-19}$ at the same $b$.

## The exchange factor at any positive density

Here $b>0$ is the only hypothesis. From $0\le A\le 2b/3$ follows $A^2\le4b^2/9$, hence $\Phi\ge1-2b^2/3$. In the other direction, a square lies above its tangent:

$$A^2\ge\frac{4b^2}9+\frac{4b}3\Big(A-\frac{2b}3\Big)\ge\frac{4b^2}9-\frac{4b^4}{15},$$

so $\Phi\le1-2b^2/3+2b^4/5$. The proof passes the tangent inequality to `nlinarith` as a square, together with the product of $b\ge0$ and the lower bound on $A$. Because $\Phi$ is even in $b$, the sign condition is a convenience here. The bounds hold at every density but are close to $\Phi$ only for small $b$: as $b\to\infty$, $A\to1$ and $\Phi\to-\tfrac12$, while the two bounds diverge.

```lean
/-- For `b > 0` the relativistic exchange factor exceeds `1 - 2b²/3` by at least `0` and
at most `2b⁴/5`. -/
theorem exchangeFactor_bounds {b : ℝ} (hb : 0 < b) :
    0 ≤ exchangeFactor b - (1 - 2 * b ^ 2 / 3) ∧
    exchangeFactor b - (1 - 2 * b ^ 2 / 3) ≤ 2 * b ^ 4 / 5 := by
  obtain ⟨h0, h1, h2, -, -⟩ := exchangeA_bounds hb
  unfold exchangeFactor
  constructor
  · have h := pow_le_pow_left₀ h0 h1 2
    nlinarith [h]
  · -- the square lies above its tangent at `2b/3`
    nlinarith [sq_nonneg (exchangeA b - 2 * b / 3), mul_nonneg hb.le (sub_nonneg.2 h2)]

end

end RelativisticGasExchange
```

```lean
#print axioms RelativisticGasExchange.series_error_lt
#print axioms RelativisticGasExchange.series_error_gt
#print axioms RelativisticGasExchange.exchangeFactor_bounds
```

```
'RelativisticGasExchange.series_error_lt' depends on axioms: [propext, Classical.choice, Quot.sound]
'RelativisticGasExchange.series_error_gt' depends on axioms: [propext, Classical.choice, Quot.sound]
'RelativisticGasExchange.exchangeFactor_bounds' depends on axioms: [propext, Classical.choice, Quot.sound]
```
